# Antisymmetric circulation does not lower the slowest relaxation rate of overdamped Gaussian Langevin dynamics

Let S be a real symmetric positive definite matrix with smallest eigenvalue m, the precision matrix of a Gaussian density proportional to exp(−x·Sx/2), and let J be a real matrix with Jᵀ = −J. For overdamped Langevin dynamics, in units where temperature and mobility are 1, the drift matrix is B = (I + J)S, the mean obeys x' = −Bx, and a mode is a complex eigenvalue z of B, whose real part is a decay rate.

```lean
import Mathlib

open Matrix

namespace IrreversibleGaussianRelaxation

variable {n : Type*} [Fintype n] [DecidableEq n]

/-- The drift matrix `(I + J) S` of Langevin dynamics with precision matrix `S` and
circulation `J`; the mean obeys `x' = -(I + J) S x`. -/
def drift (S J : Matrix n n ℝ) : Matrix n n ℝ := (1 + J) * S

/-- The complex number `z` is an eigenvalue of the real matrix `B`, with a nonzero complex
eigenvector. -/
def IsMode (B : Matrix n n ℝ) (z : ℂ) : Prop :=
  ∃ v : n → ℂ, v ≠ 0 ∧ B.map (fun r : ℝ => (r : ℂ)) *ᵥ v = z • v

/-- The number `m` is the smallest real eigenvalue of `S`. -/
def IsSmallestEigenvalue (S : Matrix n n ℝ) (m : ℝ) : Prop :=
  IsLeast {μ : ℝ | ∃ x : n → ℝ, x ≠ 0 ∧ S *ᵥ x = μ • x} m

/-- An antisymmetric circulation does no work: the vector `S x`, which is minus the force, paired
with `(I + J) S x` gives the squared length of `S x`, with no contribution from `J`. -/
theorem circulation_does_no_work (S J : Matrix n n ℝ) (hJ : Jᵀ = -J) (x : n → ℝ) :
    (S *ᵥ x) ⬝ᵥ (drift S J *ᵥ x) = (S *ᵥ x) ⬝ᵥ (S *ᵥ x) := by
  have key : ∀ p : n → ℝ, p ⬝ᵥ (J *ᵥ p) = 0 := by
    intro p
    have h : p ⬝ᵥ (J *ᵥ p) = -(p ⬝ᵥ (J *ᵥ p)) := by
      conv_lhs => rw [Matrix.dotProduct_mulVec, ← Matrix.mulVec_transpose, hJ,
        Matrix.neg_mulVec, neg_dotProduct, dotProduct_comm]
    linarith
  rw [drift, ← Matrix.mulVec_mulVec, Matrix.add_mulVec, Matrix.one_mulVec, dotProduct_add,
    key, add_zero]

/-- For positive definite `S`, the quadratic form `x·Sx` is at least the smallest eigenvalue times
`x·x`. -/
theorem rayleigh_bound {S : Matrix n n ℝ} (hS : S.PosDef) {m : ℝ}
    (hm : IsSmallestEigenvalue S m) (x : n → ℝ) : m * (x ⬝ᵥ x) ≤ x ⬝ᵥ (S *ᵥ x) := by
  have hA : (S - m • (1 : Matrix n n ℝ)).IsHermitian :=
    hS.isHermitian.sub (by simp [Matrix.IsHermitian])
  -- each eigenvalue of `S - m` is an eigenvalue of `S` shifted down by `m`
  have hP : (S - m • (1 : Matrix n n ℝ)).PosSemidef := by
    rw [hA.posSemidef_iff_eigenvalues_nonneg]
    intro i
    have he := hA.mulVec_eigenvectorBasis i
    have hle : m ≤ m + hA.eigenvalues i := by
      apply hm.2
      refine ⟨(hA.eigenvectorBasis i).ofLp, ?_, ?_⟩
      · intro h
        exact hA.eigenvectorBasis.orthonormal.ne_zero i (by ext k; exact congrFun h k)
      · rw [Matrix.sub_mulVec, Matrix.smul_mulVec, Matrix.one_mulVec] at he
        rw [add_smul, ← he]
        abel
    show (0 : ℝ) ≤ hA.eigenvalues i
    linarith
  have h := hP.dotProduct_mulVec_nonneg x
  rw [star_trivial, Matrix.sub_mulVec, Matrix.smul_mulVec, Matrix.one_mulVec,
    dotProduct_sub, dotProduct_smul, smul_eq_mul] at h
  linarith

/-- For positive definite `S`, the squared force `|Sx|²` is at least the smallest eigenvalue times
the quadratic form `x·Sx`. -/
theorem dissipation_bound {S : Matrix n n ℝ} (hS : S.PosDef) {m : ℝ}
    (hm : IsSmallestEigenvalue S m) (x : n → ℝ) :
    m * (x ⬝ᵥ (S *ᵥ x)) ≤ (S *ᵥ x) ⬝ᵥ (S *ᵥ x) := by
  have sq : ∀ w : n → ℝ, 0 ≤ w ⬝ᵥ w := fun w =>
    Finset.sum_nonneg fun i _ => mul_self_nonneg (w i)
  have hm0 : 0 ≤ m := by
    obtain ⟨y, hy, he⟩ := hm.1
    have h := hS.dotProduct_mulVec_pos hy
    rw [star_trivial, he, dotProduct_smul, smul_eq_mul] at h
    by_contra hneg
    nlinarith [sq y]
  -- expand `|Sx - m x|² ≥ 0`
  have h := sq (S *ᵥ x - m • x)
  simp only [sub_dotProduct, dotProduct_sub, smul_dotProduct, dotProduct_smul,
    smul_eq_mul] at h
  rw [dotProduct_comm (S *ᵥ x) x] at h
  have h2 := mul_le_mul_of_nonneg_left (rayleigh_bound hS hm x) hm0
  linarith

/-- The inverse precision matrix solves the stationary Lyapunov equation of the drift
`(I + J) S` with noise term `2I` exactly when `J` is antisymmetric. -/
theorem lyapunov_iff_antisymmetric {S : Matrix n n ℝ} (hS : S.PosDef) (J : Matrix n n ℝ) :
    drift S J * S⁻¹ + S⁻¹ * (drift S J)ᵀ = (2 : ℝ) • (1 : Matrix n n ℝ) ↔ Jᵀ = -J := by
  have hT : Sᵀ = S := by
    simpa [Matrix.conjTranspose_eq_transpose_of_trivial] using hS.isHermitian.eq
  have hdet : IsUnit S.det := hS.det_pos.ne'.isUnit
  have h1 : drift S J * S⁻¹ = 1 + J := by
    rw [drift, mul_assoc, Matrix.mul_nonsing_inv S hdet, mul_one]
  have h2 : S⁻¹ * (drift S J)ᵀ = 1 + Jᵀ := by
    rw [drift, Matrix.transpose_mul, hT, ← mul_assoc, Matrix.nonsing_inv_mul S hdet, one_mul,
      Matrix.transpose_add, Matrix.transpose_one]
  rw [h1, h2]
  constructor
  · intro h
    linear_combination (norm := module) h
  · intro h
    rw [h]
    module

/-- For positive definite `S` with smallest eigenvalue `m` and antisymmetric `J`, every complex
eigenvalue of `(I + J) S` has real part at least `m`, and the covariance `S⁻¹` solves the
stationary Lyapunov equation. -/
theorem irreversible_drift_does_not_slow {S J : Matrix n n ℝ} (hS : S.PosDef)
    (hJ : Jᵀ = -J) {m : ℝ} (hm : IsSmallestEigenvalue S m) :
    (∀ z : ℂ, IsMode (drift S J) z → m ≤ z.re) ∧
      drift S J * S⁻¹ + S⁻¹ * (drift S J)ᵀ = (2 : ℝ) • (1 : Matrix n n ℝ) := by
  refine ⟨?_, (lyapunov_iff_antisymmetric hS J).2 hJ⟩
  rintro z ⟨v, hv, h⟩
  have hT : Sᵀ = S := by
    simpa [Matrix.conjTranspose_eq_transpose_of_trivial] using hS.isHermitian.eq
  -- real and imaginary parts of the eigenvector
  obtain ⟨x, hx⟩ : ∃ x : n → ℝ, x = fun i => (v i).re := ⟨_, rfl⟩
  obtain ⟨y, hy⟩ : ∃ y : n → ℝ, y = fun i => (v i).im := ⟨_, rfl⟩
  have hBx : drift S J *ᵥ x = z.re • x - z.im • y := by
    funext i
    have hi := congrArg Complex.re (congrFun h i)
    simp [Matrix.mulVec, dotProduct, Complex.re_sum] at hi
    simp [Matrix.mulVec, dotProduct, hx, hy]
    linarith
  have hBy : drift S J *ᵥ y = z.im • x + z.re • y := by
    funext i
    have hi := congrArg Complex.im (congrFun h i)
    simp [Matrix.mulVec, dotProduct, Complex.im_sum] at hi
    simp [Matrix.mulVec, dotProduct, hx, hy]
    linarith
  have ex := circulation_does_no_work S J hJ x
  have ey := circulation_does_no_work S J hJ y
  rw [hBx, dotProduct_sub, dotProduct_smul, dotProduct_smul, smul_eq_mul, smul_eq_mul] at ex
  rw [hBy, dotProduct_add, dotProduct_smul, dotProduct_smul, smul_eq_mul, smul_eq_mul] at ey
  -- the cross terms agree because `S` is symmetric
  have hc : (S *ᵥ x) ⬝ᵥ y = (S *ᵥ y) ⬝ᵥ x := by
    rw [dotProduct_comm (S *ᵥ y) x, Matrix.dotProduct_mulVec, ← Matrix.mulVec_transpose, hT]
  rw [hc, dotProduct_comm (S *ᵥ x) x] at ex
  rw [dotProduct_comm (S *ᵥ y) y] at ey
  have dx := dissipation_bound hS hm x
  have dy := dissipation_bound hS hm y
  have px := hS.posSemidef.dotProduct_mulVec_nonneg x
  have py := hS.posSemidef.dotProduct_mulVec_nonneg y
  rw [star_trivial] at px py
  have hE : 0 < x ⬝ᵥ (S *ᵥ x) + y ⬝ᵥ (S *ᵥ y) := by
    by_cases hx0 : x = 0
    · have hy0 : y ≠ 0 := by
        intro hy0
        apply hv
        funext i
        apply Complex.ext
        · simpa [hx] using congrFun hx0 i
        · simpa [hy] using congrFun hy0 i
      have q := hS.dotProduct_mulVec_pos hy0
      rw [star_trivial] at q
      linarith
    · have q := hS.dotProduct_mulVec_pos hx0
      rw [star_trivial] at q
      linarith
  refine le_of_mul_le_mul_right ?_ hE
  linarith

/-- Without circulation, the smallest eigenvalue of `S` is itself an eigenvalue of the drift
matrix. -/
theorem reversible_attains_bound {S : Matrix n n ℝ} {m : ℝ}
    (hm : IsSmallestEigenvalue S m) : IsMode (drift S 0) (m : ℂ) := by
  obtain ⟨x, hx, he⟩ := hm.1
  refine ⟨fun i => (x i : ℂ), ?_, ?_⟩
  · intro h
    apply hx
    funext i
    simpa using congrFun h i
  · have hd : drift S 0 = S := by simp [drift]
    rw [hd]
    funext i
    have hi := congrFun he i
    simp only [Matrix.mulVec, dotProduct, Pi.smul_apply, smul_eq_mul, Matrix.map_apply] at hi ⊢
    exact_mod_cast hi

/-- For `S = diag(1, 3)` the smallest eigenvalue is `1`, while with a unit circulation every
eigenvalue of the drift matrix has real part `2`. -/
theorem circulation_accelerates_example :
    IsSmallestEigenvalue !![(1 : ℝ), 0; 0, 3] 1 ∧
      ∀ z : ℂ, IsMode (drift !![(1 : ℝ), 0; 0, 3] !![0, 1; -1, 0]) z → z.re = 2 := by
  refine ⟨⟨⟨![1, 0], ?_, ?_⟩, ?_⟩, ?_⟩
  · intro h
    simpa using congrFun h 0
  · ext i
    fin_cases i <;> simp [Matrix.mulVec, dotProduct, Fin.sum_univ_two]
  · rintro μ ⟨x, hx, h⟩
    have h0 : 1 * x 0 + 0 * x 1 = μ * x 0 := by
      have := congrFun h 0
      simpa [Matrix.mulVec, dotProduct, Fin.sum_univ_two] using this
    have h1 : 0 * x 0 + 3 * x 1 = μ * x 1 := by
      have := congrFun h 1
      simpa [Matrix.mulVec, dotProduct, Fin.sum_univ_two] using this
    by_cases hx0 : x 0 = 0
    · have hx1 : x 1 ≠ 0 := by
        intro hx1
        apply hx
        funext i
        fin_cases i
        · exact hx0
        · exact hx1
      have : (3 : ℝ) = μ := mul_right_cancel₀ hx1 (by linarith)
      linarith
    · have : (1 : ℝ) = μ := mul_right_cancel₀ hx0 (by linarith)
      linarith
  · rintro z ⟨v, hv, h⟩
    have hB : drift !![(1 : ℝ), 0; 0, 3] !![0, 1; -1, 0] = !![1, 3; -1, 3] := by
      ext i j
      fin_cases i <;> fin_cases j <;> simp [drift, Matrix.mul_apply, Fin.sum_univ_two]
    rw [hB] at h
    have h0 : v 0 + 3 * v 1 = z * v 0 := by
      simpa [Matrix.mulVec, dotProduct, Fin.sum_univ_two] using congrFun h 0
    have h1 : -v 0 + 3 * v 1 = z * v 1 := by
      simpa [Matrix.mulVec, dotProduct, Fin.sum_univ_two] using congrFun h 1
    have hv1 : v 1 ≠ 0 := by
      intro hv1
      apply hv
      funext i
      fin_cases i
      · simpa [hv1] using h1
      · exact hv1
    -- the characteristic equation
    have hz : z * z - 4 * z + 6 = 0 := by
      apply (mul_eq_zero.mp _).resolve_right hv1
      linear_combination h0 + (1 - z) * h1
    have hre := congrArg Complex.re hz
    have him := congrArg Complex.im hz
    simp only [Complex.add_re, Complex.sub_re, Complex.mul_re, Complex.re_ofNat,
      Complex.im_ofNat, Complex.zero_re] at hre
    simp only [Complex.add_im, Complex.sub_im, Complex.mul_im, Complex.re_ofNat,
      Complex.im_ofNat, Complex.zero_im] at him
    have hp : z.im * (z.re - 2) = 0 := by linarith
    rcases mul_eq_zero.mp hp with hb | ha
    · rw [hb] at hre
      nlinarith [sq_nonneg (z.re - 2)]
    · linarith

end IrreversibleGaussianRelaxation
```

```lean
#print axioms IrreversibleGaussianRelaxation.circulation_does_no_work
#print axioms IrreversibleGaussianRelaxation.irreversible_drift_does_not_slow
#print axioms IrreversibleGaussianRelaxation.reversible_attains_bound
#print axioms IrreversibleGaussianRelaxation.circulation_accelerates_example
```

```
'IrreversibleGaussianRelaxation.circulation_does_no_work' depends on axioms: [propext, Classical.choice, Quot.sound]
'IrreversibleGaussianRelaxation.irreversible_drift_does_not_slow' depends on axioms: [propext, Classical.choice, Quot.sound]
'IrreversibleGaussianRelaxation.reversible_attains_bound' depends on axioms: [propext, Classical.choice, Quot.sound]
'IrreversibleGaussianRelaxation.circulation_accelerates_example' depends on axioms: [propext, Classical.choice, Quot.sound]
```

## Rates and covariance in the Lean statement

The dynamics behind the matrices is overdamped Langevin motion in units where temperature and mobility are 1:

dx = −(I + J)Sx dt + √2 dW.

Here W is a standard Wiener process. The force is −Sx, and J adds a drift perpendicular to it. For J ≠ 0 this drift drives a stationary probability current, so detailed balance is lost.

In the file, `drift S J` is B, with `1` for the identity matrix. The hypothesis `S.PosDef` includes symmetry, and `hJ : Jᵀ = -J` is the antisymmetry of J. `IsSmallestEigenvalue S m` says that m is the least element of the set of real eigenvalues of S. `IsMode B z` asks for a nonzero complex vector v with Bv = zv; real eigenvectors would not be enough, because circulation can make the modes complex.

The theorem `irreversible_drift_does_not_slow` has two conclusions. Every mode z of B satisfies Re z ≥ m, and the covariance C = S⁻¹ satisfies the stationary Lyapunov equation

BC + CBᵀ = 2I,

in which 2I is the noise term. For a harmonic target in finitely many dimensions, a simulation may therefore add such a circulation in continuous time without lowering its asymptotic relaxation rate or changing its target covariance. The stochastic equation is the interpretation; the theorems concern its matrices, and they do not treat anharmonic targets or the error of a finite time step.

## The circulation does no work

For any real vector p, antisymmetry gives

p·Jp = (Jᵀp)·p = −(Jp)·p = −p·Jp,

so p·Jp = 0. With p = Sx,

Sx·Bx = Sx·Sx + Sx·JSx = |Sx|².

This is `circulation_does_no_work`.

The pairing must be with Sx and not with x. The product x·Bx contains the term x·JSx, which need not vanish. For S = diag(1, 3) and J = [[0, 1], [−1, 0]], the symmetric part of B is [[1, 1], [1, 3]], with smallest eigenvalue 2 − √2 ≈ 0.586. Pairing with x would thus give a lower bound below m = 1.

## From the smallest eigenvalue to the squared force

If λ is an eigenvalue of S − mI, then m + λ is an eigenvalue of S. Hence m ≤ m + λ and λ ≥ 0, so S − mI is positive semidefinite and

m|x|² ≤ x·Sx.

`rayleigh_bound` follows this argument, using Mathlib's orthonormal eigenvector basis for S − mI.

Next, m is positive: an eigenvector y of S for m has m|y|² = y·Sy > 0. Expanding a square gives

0 ≤ |Sx − mx|² = |Sx|² − 2m x·Sx + m²|x|².

Multiplying the previous inequality by m gives m²|x|² ≤ m x·Sx, and therefore

m x·Sx ≤ |Sx|².

This is `dissipation_bound`. Its proof needs only m ≥ 0, which it obtains from the same eigenvector.

## Complex modes and the rate bound

Let Bv = zv with v ≠ 0, and write v = x + iy and z = a + ib with real x, y, a, b. Since B is real,

Bx = ax − by,
By = bx + ay.

These are `hBx` and `hBy` in the main proof. Pairing the first with Sx and the second with Sy gives

|Sx|² = a x·Sx − b Sx·y,
|Sy|² = a y·Sy + b Sy·x.

Symmetry of S makes Sx·y = Sy·x, which is `hc`, so the cross terms cancel in the sum. With E = x·Sx + y·Sy,

|Sx|² + |Sy|² = aE.

The left side is at least mE by the bound on the squared force. At least one of x and y is nonzero, so E > 0; this is `hE`. Dividing mE ≤ aE by E gives m ≤ a = Re z.

Without circulation the bound is attained: B = S, and a real eigenvector of S for m, read as a complex vector, shows that m is a mode. This is `reversible_attains_bound`.

## The preserved covariance

Since S is symmetric and invertible,

BC = (I + J)SS⁻¹ = I + J,
CBᵀ = S⁻¹S(I + J)ᵀ = I + Jᵀ.

The sum is 2I + J + Jᵀ, which equals 2I exactly when Jᵀ = −J. `lyapunov_iff_antisymmetric` proves both directions, and the main theorem uses the one from antisymmetry to the Lyapunov equation.

## A case of strict acceleration, and one of failure

For the same S = diag(1, 3) and J = [[0, 1], [−1, 0]], the drift matrix is [[1, 3], [−1, 3]]. Its eigenvalue equation is

z² − 4z + 6 = 0,

with roots 2 ± i√2. Both modes decay at rate 2, whereas the slowest rate without circulation is 1. `circulation_accelerates_example` derives the quadratic from the two components of the eigenvector equation. With z = a + ib, its imaginary part is 2b(a − 2) = 0. The case b = 0 would require (a − 2)² + 2 = 0, which is impossible for real a, so a = 2.

Positive definiteness matters for the rate bound. Take S = diag(−1, 1), whose smallest eigenvalue is −1, with the same J. This S is not the precision matrix of any Gaussian density, so the example tests only the matrix inequality and does not describe relaxation to a stationary state. Then B = [[−1, 1], [1, 1]] has eigenvalues ±√2, and −√2 lies below −1. The argument breaks because E no longer has to be positive and m is negative.
